# A coupling-independent bound on the UHF error of the half-filled repulsive Hubbard dimer

One spin-up and one spin-down electron share two sites, with hopping $t$ and on-site repulsion $U$. How far above the exact energy can unrestricted Hartree–Fock (UHF) lie?

```lean
import Mathlib

open Finset

namespace HubbardDimerUHFError

noncomputable section
```

Sites are 0 and 1. The amplitude $\psi_{ij}$ puts the up electron on $i$ and the down electron on $j$. Addition in `Fin 2` is modulo 2, so `i + 1` is the other site.

```lean
/-- The Hubbard dimer Hamiltonian with hopping `t` and repulsion `U`, acting on the amplitude
`ψ i j` for the up electron on site `i` and the down electron on site `j`. -/
def hubbard (t U : ℝ) (ψ : Fin 2 → Fin 2 → ℂ) : Fin 2 → Fin 2 → ℂ := fun i j =>
  -(t : ℂ) * (ψ (i + 1) j + ψ i (j + 1)) + if i = j then (U : ℂ) * ψ i j else 0
```

`energy` is the expectation value once $\psi$ is normalized.

```lean
/-- The expectation value of the Hamiltonian in a normalized state `ψ`. -/
def energy (t U : ℝ) (ψ : Fin 2 → Fin 2 → ℂ) : ℝ :=
  (∑ i, ∑ j, star (ψ i j) * hubbard t U ψ i j).re
```

With opposite spins, a Slater determinant reduces to a product of orbitals $u_i d_j$; `determinant` means this product.

```lean
/-- The determinant with up orbital `u` and down orbital `d`. -/
def determinant (u d : Fin 2 → ℂ) : Fin 2 → Fin 2 → ℂ := fun i j => u i * d j
```

Both energies are infima over normalized complex states. UHF varies the two orbitals independently, with spins kept collinear.

```lean
/-- The exact ground energy: the infimum of the energy over all normalized states with one up
and one down electron. -/
def groundEnergy (t U : ℝ) : ℝ :=
  sInf {E | ∃ ψ : Fin 2 → Fin 2 → ℂ,
    ∑ i, ∑ j, Complex.normSq (ψ i j) = 1 ∧ energy t U ψ = E}

/-- The UHF energy: the infimum of the energy over determinants of normalized orbitals, chosen
independently for the two spins. -/
def uhfEnergy (t U : ℝ) : ℝ :=
  sInf {E | ∃ u d : Fin 2 → ℂ, ∑ i, Complex.normSq (u i) = 1 ∧
    ∑ i, Complex.normSq (d i) = 1 ∧ energy t U (determinant u d) = E}
```

Write $p,q$ for the bond orders of $u,d$ and $x,y$ for their site polarizations. `bond` counts the orbital as doubly occupied, so its largest value for a normalized orbital is 1.

```lean
/-- Twice the real part of `star (u 0) * u 1`: the bond order of the orbital `u` when it is doubly
occupied. -/
def bond (u : Fin 2 → ℂ) : ℝ := 2 * (star (u 0) * u 1).re

/-- The site polarization of an orbital. -/
def pol (u : Fin 2 → ℂ) : ℝ := Complex.normSq (u 0) - Complex.normSq (u 1)
```

Two constants serve from (f) on. As (h) will show, $w$ (`worstRatio`) is the ratio $U/t$ at which the UHF error is largest for fixed $t$, and $c$ (`maxError`) is that largest error in units of $t$.

```lean
/-- The ratio `√(7 + √17)`, about 3.34. -/
def worstRatio : ℝ := √(7 + √17)

/-- The constant `(√17 - 3) / √(7 + √17)`, about 0.337. -/
def maxError : ℝ := (√17 - 3) / worstRatio
```

Applying the result to a stretched two-electron bond assumes that the molecule reduces to two equivalent sites, with one orbital on each, the two orbitals orthogonal, and on-site repulsion only.

## (a) Energy of an amplitude

Show that, with $A=\psi_{00}+\psi_{11}$ and $B=\psi_{01}+\psi_{10}$,
$$E=U(|\psi_{00}|^2+|\psi_{11}|^2)-2t\,\mathrm{Re}(A^*B).$$

Hopping sends each doubly occupied component to $-tB$ and each singly occupied one to $-tA$. It contributes $-t(A^*B+B^*A)$. Lean expands the sums and compares polynomials; it writes $\mathrm{Re}(A^*B)$ in real and imaginary parts.

```lean
/-- The energy is the repulsion of the doubly occupied amplitudes plus the hopping between
doubly and singly occupied ones. -/
theorem energy_expand (t U : ℝ) (ψ : Fin 2 → Fin 2 → ℂ) :
    energy t U ψ = U * (Complex.normSq (ψ 0 0) + Complex.normSq (ψ 1 1))
      - 2 * t * ((ψ 0 0 + ψ 1 1).re * (ψ 0 1 + ψ 1 0).re
        + (ψ 0 0 + ψ 1 1).im * (ψ 0 1 + ψ 1 0).im) := by
  simp [energy, hubbard, Fin.sum_univ_two, Complex.normSq_apply,
    show (1 : Fin 2) + 1 = 0 from rfl]
  ring
```

## (b) Energy of a determinant

Show for normalized orbitals that
$$E=-t(p+q)+\tfrac U2(1+xy).$$

In $\mathrm{Re}(A^*B)$ the terms group into $\tfrac q2\sum_i|u_i|^2+\tfrac p2\sum_i|d_i|^2=\tfrac{p+q}2$. Since $|u_{0,1}|^2=(1\pm x)/2$, and likewise for $d$, double occupancy is $(1+xy)/2$. Lean first proves the identity with the norms as factors, then sets them to 1.

```lean
/-- For normalized orbitals the energy of a determinant depends only on the bond orders and
the site polarizations. -/
theorem determinant_energy (t U : ℝ) (u d : Fin 2 → ℂ)
    (hu : ∑ i, Complex.normSq (u i) = 1) (hd : ∑ i, Complex.normSq (d i) = 1) :
    energy t U (determinant u d)
      = -t * (bond u + bond d) + U / 2 * (1 + pol u * pol d) := by
  have h : energy t U (determinant u d)
      = -t * (bond u * (∑ i, Complex.normSq (d i)) + bond d * (∑ i, Complex.normSq (u i)))
        + U / 2 * ((∑ i, Complex.normSq (u i)) * (∑ i, Complex.normSq (d i))
          + pol u * pol d) := by
    rw [energy_expand]
    simp [determinant, bond, pol, Fin.sum_univ_two, Complex.normSq_apply]
    ring
  rw [h, hu, hd]
  ring
```

## (c) Mirror-image orbitals

For $-1\le s\le1$, find a determinant with
$$E=-2ts+\tfrac12Us^2.$$

Let $\theta=\tfrac12\arcsin s$, $u=(\sin\theta,\cos\theta)$ and $d=(\cos\theta,\sin\theta)$. Then $p=q=\sin2\theta=s$, $y=-x$ and $x^2=1-s^2$. Insert these in (b).

```lean
/-- For every `s` between -1 and 1 some determinant of normalized orbitals has energy
`-2ts + Us²/2`. -/
theorem exists_determinant (t U s : ℝ) (h1 : -1 ≤ s) (h2 : s ≤ 1) :
    ∃ u d : Fin 2 → ℂ, ∑ i, Complex.normSq (u i) = 1 ∧ ∑ i, Complex.normSq (d i) = 1 ∧
      energy t U (determinant u d) = -2 * t * s + U * s ^ 2 / 2 := by
  obtain ⟨a, b, hab, hs⟩ : ∃ a b : ℝ, a ^ 2 + b ^ 2 = 1 ∧ 2 * a * b = s := by
    refine ⟨Real.sin (Real.arcsin s / 2), Real.cos (Real.arcsin s / 2),
      Real.sin_sq_add_cos_sq _, ?_⟩
    rw [← Real.sin_two_mul, mul_div_cancel₀ _ (two_ne_zero), Real.sin_arcsin h1 h2]
  have hn : ∀ x y : ℝ, x ^ 2 + y ^ 2 = 1 →
      ∑ i, Complex.normSq ((![(x : ℂ), (y : ℂ)] : Fin 2 → ℂ) i) = 1 := by
    intro x y h
    simp only [Fin.sum_univ_two, Matrix.cons_val_zero, Matrix.cons_val_one,
      Complex.normSq_ofReal]
    linarith
  have hb : ∀ x y : ℝ, bond ![(x : ℂ), (y : ℂ)] = 2 * x * y := by
    intro x y
    simp [bond, mul_assoc]
  have hp : ∀ x y : ℝ, pol ![(x : ℂ), (y : ℂ)] = x * x - y * y := by
    intro x y
    simp [pol, Complex.normSq_ofReal]
  have hba : b ^ 2 + a ^ 2 = 1 := by linarith
  -- the two spins use mirror-image orbitals
  refine ⟨![(a : ℂ), (b : ℂ)], ![(b : ℂ), (a : ℂ)], hn a b hab, hn b a hba, ?_⟩
  rw [determinant_energy t U _ _ (hn a b hab) (hn b a hba), hb, hb, hp, hp, ← hs]
  linear_combination (-(U / 2) * (1 + a ^ 2 + b ^ 2)) * hab
```

## (d) The UHF minimum

Show for $t,U>0$ that
$$E_{\rm UHF}=\begin{cases}-2t+U/2,&U\le2t\\-2t^2/U,&U>2t.\end{cases}$$

Normalization gives $p^2+x^2=1-4(\mathrm{Im}\,u_0^*u_1)^2\le1$, and likewise $q^2+y^2\le1$. Hence $xy\ge-\tfrac12(x^2+y^2)\ge-1+\tfrac12(p^2+q^2)$, so
$$E\ge f(p)+f(q),\qquad f(p)=\tfrac U4p^2-tp.$$
For $U\le2t$ and $p\le1$, $f(p)-f(1)=(1-p)\left[t-\tfrac U4(1+p)\right]\ge0$. For $U>2t$, $f(p)=\tfrac U4(p-2t/U)^2-t^2/U$. Part (c) attains the bounds at $s=1$ and $s=2t/U$.

In Lean, `low` is the separated bound, and `IsLeast.csInf_eq` turns an attained lower bound into the infimum.

```lean
/-- For positive `t` and `U` the UHF energy is `-2t + U/2` up to `U = 2t` and `-2t²/U`
beyond. -/
theorem uhfEnergy_eq {t U : ℝ} (ht : 0 < t) (hU : 0 < U) :
    uhfEnergy t U = if U ≤ 2 * t then -2 * t + U / 2 else -2 * t ^ 2 / U := by
  have hbp : ∀ u : Fin 2 → ℂ, ∑ i, Complex.normSq (u i) = 1 →
      bond u ^ 2 + pol u ^ 2 ≤ 1 := by
    intro u hu
    have h : bond u ^ 2 + pol u ^ 2 = (∑ i, Complex.normSq (u i)) ^ 2
        - 4 * ((u 0).re * (u 1).im - (u 0).im * (u 1).re) ^ 2 := by
      simp [bond, pol, Fin.sum_univ_two, Complex.normSq_apply]
      ring
    rw [h, hu]
    nlinarith [sq_nonneg ((u 0).re * (u 1).im - (u 0).im * (u 1).re)]
  -- the energy is bounded below by a separate quadratic in each bond order
  have low : ∀ m : ℝ, (∀ p : ℝ, p ≤ 1 → m / 2 ≤ U / 4 * p ^ 2 - t * p) →
      ∀ u d : Fin 2 → ℂ, ∑ i, Complex.normSq (u i) = 1 → ∑ i, Complex.normSq (d i) = 1 →
      m ≤ energy t U (determinant u d) := by
    intro m hm u d hu hd
    rw [determinant_energy t U u d hu hd]
    have h1 := hbp u hu
    have h2 := hbp d hd
    have h3 := hm (bond u) (by nlinarith [sq_nonneg (pol u)])
    have h4 := hm (bond d) (by nlinarith [sq_nonneg (pol d)])
    nlinarith [mul_nonneg hU.le (sub_nonneg.mpr h1), mul_nonneg hU.le (sub_nonneg.mpr h2),
      mul_nonneg hU.le (sq_nonneg (pol u + pol d))]
  split_ifs with h
  · apply IsLeast.csInf_eq
    constructor
    · obtain ⟨u, d, hu, hd, he⟩ := exists_determinant t U 1 (by norm_num) le_rfl
      exact ⟨u, d, hu, hd, by rw [he]; ring⟩
    · rintro E ⟨u, d, hu, hd, rfl⟩
      refine low _ (fun p hp => ?_) u d hu hd
      have h1 : 0 ≤ 1 - p := by linarith
      have h2 : 0 ≤ t - U / 4 * (1 + p) := by nlinarith [mul_nonneg hU.le h1]
      nlinarith [mul_nonneg h1 h2]
  · apply IsLeast.csInf_eq
    constructor
    · have h0 : 0 < 2 * t / U := by positivity
      have h1 : 2 * t / U ≤ 1 := by
        rw [div_le_one hU]
        linarith
      obtain ⟨u, d, hu, hd, he⟩ := exists_determinant t U (2 * t / U) (by linarith) h1
      refine ⟨u, d, hu, hd, ?_⟩
      rw [he]
      field_simp
      ring
    · rintro E ⟨u, d, hu, hd, rfl⟩
      refine low _ (fun p _ => ?_) u d hu hd
      have h1 : U / 4 * p ^ 2 - t * p - -2 * t ^ 2 / U / 2 = U / 4 * (p - 2 * t / U) ^ 2 := by
        field_simp
        ring
      have h2 : 0 ≤ U / 4 * (p - 2 * t / U) ^ 2 := by positivity
      linarith
```

## (e) The exact minimum

Show for $t,U>0$ that
$$E_0=\tfrac U2-S,\qquad S=\sqrt{U^2/4+4t^2}.$$

Put $K=U/2+S>0$, so $K(S-U/2)=4t^2$. For real normalized $\psi$, (a) gives
$$\begin{aligned}K(E-\tfrac U2+S)={}&\tfrac12(KA-2tB)^2+\tfrac12K^2(\psi_{00}-\psi_{11})^2\\&+2t^2(\psi_{01}-\psi_{10})^2\ge0.\end{aligned}$$
For complex $\psi$, add the same squares for the imaginary parts. All vanish for $\psi_{00}=\psi_{11}=2tr$, $\psi_{01}=\psi_{10}=Kr$, with $r^2(8t^2+2K^2)=1$. Lean's `hq` is the inequality; `key` evaluates the norm and energy of this state.

```lean
/-- For positive `t` and `U` the exact ground energy is `U/2 - √(U²/4 + 4t²)`. -/
theorem groundEnergy_eq {t U : ℝ} (ht : 0 < t) (hU : 0 < U) :
    groundEnergy t U = U / 2 - √(U ^ 2 / 4 + 4 * t ^ 2) := by
  have hS : √(U ^ 2 / 4 + 4 * t ^ 2) ^ 2 = U ^ 2 / 4 + 4 * t ^ 2 :=
    Real.sq_sqrt (by positivity)
  have hS0 : 0 ≤ √(U ^ 2 / 4 + 4 * t ^ 2) := Real.sqrt_nonneg _
  generalize √(U ^ 2 / 4 + 4 * t ^ 2) = S at hS hS0 ⊢
  have hP : 0 < U / 2 + S := by linarith
  apply IsLeast.csInf_eq
  constructor
  · have key : ∀ α β : ℝ,
        ∑ i : Fin 2, ∑ j : Fin 2, Complex.normSq (if i = j then (α : ℂ) else (β : ℂ))
          = 2 * α ^ 2 + 2 * β ^ 2 ∧
        energy t U (fun i j => if i = j then (α : ℂ) else (β : ℂ))
          = 2 * U * α ^ 2 - 8 * t * α * β := by
      intro α β
      constructor
      · simp [Fin.sum_univ_two, Complex.normSq_ofReal]
        ring
      · rw [energy_expand]
        simp [Complex.normSq_ofReal]
        ring
    obtain ⟨r, hr⟩ : ∃ r : ℝ, r ^ 2 * (8 * t ^ 2 + 2 * (U / 2 + S) ^ 2) = 1 := by
      have hN : 0 < 8 * t ^ 2 + 2 * (U / 2 + S) ^ 2 := by positivity
      refine ⟨(√(8 * t ^ 2 + 2 * (U / 2 + S) ^ 2))⁻¹, ?_⟩
      rw [inv_pow, Real.sq_sqrt hN.le, inv_mul_cancel₀ hN.ne']
    obtain ⟨h1, h2⟩ := key (2 * t * r) ((U / 2 + S) * r)
    refine ⟨_, h1.trans ?_, h2.trans ?_⟩
    · linear_combination hr
    · linear_combination (U / 2 - S) * hr + 2 * (U / 2 + S) * r ^ 2 * hS
  · rintro E ⟨ψ, hn, rfl⟩
    -- the Hamiltonian minus its lowest energy is a sum of squares
    have hq : ∀ a b c d : ℝ, 0 ≤ (U / 2 + S) * (a ^ 2 + d ^ 2)
        + (S - U / 2) * (b ^ 2 + c ^ 2) - 2 * t * (a + d) * (b + c) := by
      intro a b c d
      refine le_of_mul_le_mul_left ?_ hP
      have h : (U / 2 + S) * ((U / 2 + S) * (a ^ 2 + d ^ 2)
          + (S - U / 2) * (b ^ 2 + c ^ 2) - 2 * t * (a + d) * (b + c))
          = ((U / 2 + S) * (a + d) - 2 * t * (b + c)) ^ 2 / 2
            + ((U / 2 + S) * (a - d)) ^ 2 / 2 + 2 * (t * (b - c)) ^ 2 := by
        linear_combination (b ^ 2 + c ^ 2) * hS
      rw [h, mul_zero]
      positivity
    have hm : (U / 2 - S) * (∑ i, ∑ j, Complex.normSq (ψ i j)) = U / 2 - S := by
      rw [hn, mul_one]
    rw [energy_expand]
    simp only [Fin.sum_univ_two, Complex.normSq_apply] at hm
    simp only [Complex.normSq_apply, Complex.add_re, Complex.add_im]
    linarith [hq (ψ 0 0).re (ψ 0 1).re (ψ 1 0).re (ψ 1 1).re,
      hq (ψ 0 0).im (ψ 0 1).im (ψ 1 0).im (ψ 1 1).im]
```

## (f) Size of the constants

Show that
$$0.3<c<0.34,\qquad w>2.$$

Squaring confirms $4.12<\sqrt{17}<4.124$, then $3.33<w<3.34$. Thus $c>1.12/3.34>0.3$ and $c<1.124/3.33<0.34$.

```lean
/-- The constant `maxError` lies between 0.3 and 0.34, and `worstRatio` exceeds 2. -/
theorem constant_bounds : 0.3 < maxError ∧ maxError < 0.34 ∧ 2 < worstRatio := by
  have h1 : (4.12 : ℝ) < √17 := (Real.lt_sqrt (by norm_num)).mpr (by norm_num)
  have h2 : √17 < (4.124 : ℝ) := (Real.sqrt_lt' (by norm_num)).mpr (by norm_num)
  have h3 : (3.33 : ℝ) < worstRatio :=
    (Real.lt_sqrt (by norm_num)).mpr (by norm_num; linarith)
  have h4 : worstRatio < (3.34 : ℝ) :=
    (Real.sqrt_lt' (by norm_num)).mpr (by norm_num; linarith)
  have h5 : 0 < worstRatio := by linarith
  refine ⟨?_, ?_, by linarith⟩
  · rw [maxError, lt_div_iff₀ h5]
    linarith
  · rw [maxError, div_lt_iff₀ h5]
    linarith
```

## (g) A double root

With $T=U/2+2t^2/U+ct$, show for $U\ne0$ that
$$U^2(T^2-S^2)=t(U-wt)^2\left(cU+\tfrac{7-\sqrt{17}}8t\right).$$

The left side expands to
$$ctU^3+(c^2-2)t^2U^2+4ct^3U+4t^4.$$
Write $k=(7-\sqrt{17})/8$. The right side has coefficients $c$, $k-2cw$, $cw^2-2kw$ and $kw^2$. They agree because $cw=\sqrt{17}-3$, $c^2=(71-17\sqrt{17})/8$, $c=w(5\sqrt{17}-19)/16$ and $kw^2=4$. `linear_combination` assembles these relations.

```lean
/-- For nonzero `U`, the difference of squares on the left, multiplied by `U²`, factorizes with
`(U - worstRatio * t)²` as one of the factors. -/
theorem sq_gap (t : ℝ) {U : ℝ} (hU : U ≠ 0) :
    U ^ 2 * ((U / 2 + 2 * t ^ 2 / U + maxError * t) ^ 2 - (U ^ 2 / 4 + 4 * t ^ 2))
      = t * (U - worstRatio * t) ^ 2 * (maxError * U + (7 - √17) / 8 * t) := by
  have hs : √17 ^ 2 = (17 : ℝ) := Real.sq_sqrt (by norm_num)
  have hw : worstRatio ^ 2 = 7 + √17 := Real.sq_sqrt (by positivity)
  have hw0 : worstRatio ≠ 0 := by linarith [constant_bounds.2.2] |> fun h : 0 < worstRatio => h.ne'
  have hcw : maxError * worstRatio = √17 - 3 := div_mul_cancel₀ _ hw0
  have hz : U * (2 * t ^ 2 / U) = 2 * t ^ 2 := by field_simp
  generalize 2 * t ^ 2 / U = z at hz ⊢
  generalize √17 = s at hs hw hcw ⊢
  generalize maxError = c at hcw ⊢
  generalize worstRatio = w at hw hcw ⊢
  have hA : c ^ 2 * (7 + s) = (s - 3) ^ 2 := by
    linear_combination (c * w + (s - 3)) * hcw - c ^ 2 * hw
  have hc2 : c ^ 2 = (71 - 17 * s) / 8 := by
    linear_combination (7 - s) / 32 * hA + (c ^ 2 + 13 - s) / 32 * hs
  have hB : c * (7 + s) = (s - 3) * w := by
    linear_combination w * hcw - c * hw
  have hc : c = w * (5 * s - 19) / 16 := by
    linear_combination (7 - s) / 32 * hB + (c - w) / 32 * hs
  linear_combination (U * (U / 2 + z + c * t) + U ^ 2 / 2 + 2 * t ^ 2 + c * t * U) * hz
    + t ^ 2 * U ^ 2 * (hc2 + 2 * hcw) + t ^ 3 * U * (4 * hc - w * hcw)
    + t ^ 4 * (-(7 - s) / 8 * hw + hs / 8)
```

## (h) The sharp bound

Show for $t,U>0$ that
$$E_{\rm UHF}-E_0\le ct,\quad\text{with equality iff }U=wt.$$

If $U\le2t$, the error is $S-2t\le(\sqrt5-2)t<0.3t<ct$, and $w>2$ excludes $U=wt$. If $U>2t$, the error is $S-U/2-2t^2/U$, so the claim is $S\le T$. Both are nonnegative, so compare squares: in (g) the last factor is positive, leaving a zero only at $U=wt$. Lean splits into the same cases.

```lean
/-- For positive `t` and `U` the UHF energy exceeds the exact energy by at most `maxError * t`,
with equality exactly at `U = worstRatio * t`. -/
theorem uhf_error_sharp {t U : ℝ} (ht : 0 < t) (hU : 0 < U) :
    uhfEnergy t U - groundEnergy t U ≤ maxError * t ∧
      (uhfEnergy t U - groundEnergy t U = maxError * t ↔ U = worstRatio * t) := by
  obtain ⟨hc, -, hw⟩ := constant_bounds
  have hc0 : 0 < maxError := by linarith
  rw [uhfEnergy_eq ht hU, groundEnergy_eq ht hU]
  split_ifs with h
  · -- weak coupling: the error stays strictly below the bound
    have h1 : √(U ^ 2 / 4 + 4 * t ^ 2) < 2.3 * t :=
      (Real.sqrt_lt' (by positivity)).mpr (by nlinarith)
    have h2 : 0.3 * t < maxError * t := mul_lt_mul_of_pos_right hc ht
    have h3 : 2 * t < worstRatio * t := mul_lt_mul_of_pos_right hw ht
    refine ⟨by linarith, fun h4 => ?_, fun h4 => ?_⟩
    · exfalso
      linarith
    · exfalso
      linarith
  · -- strong coupling: compare squares
    have hg := sq_gap t hU.ne'
    have hT : 0 ≤ U / 2 + 2 * t ^ 2 / U + maxError * t := by positivity
    have hdiv : -2 * t ^ 2 / U = -(2 * t ^ 2 / U) := by ring
    have h17 : √17 < (7 : ℝ) := (Real.sqrt_lt' (by norm_num)).mpr (by norm_num)
    have hk : 0 < maxError * U + (7 - √17) / 8 * t := by
      have h7 : 0 < 7 - √17 := by linarith
      positivity
    have hU2 : 0 < U ^ 2 := by positivity
    rw [hdiv]
    refine ⟨?_, fun he => ?_, fun he => ?_⟩
    · have h1 : 0 ≤ (U / 2 + 2 * t ^ 2 / U + maxError * t) ^ 2 - (U ^ 2 / 4 + 4 * t ^ 2) := by
        refine le_of_mul_le_mul_left ?_ hU2
        rw [hg, mul_zero]
        positivity
      have h2 := Real.sqrt_le_iff.mpr ⟨hT, sub_nonneg.mp h1⟩
      linarith
    · have h1 : U / 2 + 2 * t ^ 2 / U + maxError * t = √(U ^ 2 / 4 + 4 * t ^ 2) := by
        linarith
      rw [h1, Real.sq_sqrt (by positivity), sub_self, mul_zero] at hg
      have h2 : (U - worstRatio * t) ^ 2 = 0 := by
        rcases mul_eq_zero.mp hg.symm with h3 | h3
        · exact (mul_eq_zero.mp h3).resolve_left ht.ne'
        · exact absurd h3 hk.ne'
      exact sub_eq_zero.mp (pow_eq_zero_iff two_ne_zero |>.mp h2)
    · have h0 : U - worstRatio * t = 0 := sub_eq_zero.mpr he
      rw [h0] at hg
      have h1 : U ^ 2 * ((U / 2 + 2 * t ^ 2 / U + maxError * t) ^ 2
          - (U ^ 2 / 4 + 4 * t ^ 2)) = 0 := by
        rw [hg]
        ring
      have h2 := sub_eq_zero.mp ((mul_eq_zero.mp h1).resolve_left hU2.ne')
      rw [← h2, Real.sqrt_sq hT]
      ring
```

## (i) A decimal bound

Deduce for $t,U>0$ that
$$E_{\rm UHF}-E_0<0.34\,t.$$

Combine (h) with $c<0.34$. The bound holds for every $U$, but it is not the strong-coupling behaviour. For $U\gg t$, (d) and (e) give $E_{\rm UHF}=-2t^2/U$ and $E_0\approx-4t^2/U$: at fixed $t$ the error vanishes as $U\to\infty$, yet UHF recovers only about half of the exact energy.

```lean
/-- For positive `t` and `U` the UHF error is below `0.34 t`. -/
theorem uhf_error_lt {t U : ℝ} (ht : 0 < t) (hU : 0 < U) :
    uhfEnergy t U - groundEnergy t U < 0.34 * t :=
  (uhf_error_sharp ht hU).1.trans_lt (mul_lt_mul_of_pos_right constant_bounds.2.1 ht)
```

The condition $t\ge0$ would not suffice: at $t=0$, $U=1$ both energies vanish, and the strict bound would read $0<0$.

## (j) The error at $U=3t$

Show for $t>0$ that at this coupling
$$E_{\rm UHF}-E_0=t/3.$$

Here $S=5t/2$, so the error is $-\tfrac23t-\tfrac32t+\tfrac52t$.

```lean
/-- For positive `t` the UHF error at `U = 3t` is `t/3`. -/
theorem uhf_error_at_three {t : ℝ} (ht : 0 < t) :
    uhfEnergy t (3 * t) - groundEnergy t (3 * t) = t / 3 := by
  have h3 : 0 < 3 * t := by positivity
  have hs : (3 * t) ^ 2 / 4 + 4 * t ^ 2 = (5 * t / 2) ^ 2 := by ring
  have hd : -2 * t ^ 2 / (3 * t) = -2 * t / 3 := by field_simp
  rw [uhfEnergy_eq ht h3, groundEnergy_eq ht h3, if_neg (by linarith), hs,
    Real.sqrt_sq (by positivity), hd]
  ring

end

end HubbardDimerUHFError
```

```lean
#print axioms HubbardDimerUHFError.uhf_error_lt
#print axioms HubbardDimerUHFError.uhf_error_at_three
```

```
'HubbardDimerUHFError.uhf_error_lt' depends on axioms: [propext, Classical.choice, Quot.sound]
'HubbardDimerUHFError.uhf_error_at_three' depends on axioms: [propext, Classical.choice, Quot.sound]
```

## A shared orbital has no such bound

Restricted Hartree–Fock sets $u=d$. Then (b) gives $E=-2tp+\tfrac U2(1+x^2)\ge-2t+\tfrac U2$ for $t,U>0$, attained by $u=(1,1)/\sqrt2$. Its error, $S-2t$, grows without limit as $U$ increases at fixed $t$. This remark is an addition to the checked theorems.
